# At fixed chemical potential, the unmixed occupation loop with linear level shifts converges when the coupling is below 4T

A: Take finitely many levels with energies \(e_i\). Their occupations \(n_i\) shift them linearly, by \((Kn)_i\), and the shifted levels are refilled by the Fermi–Dirac function at fixed chemical potential \(\mu\) and temperature \(T\), measured in energy units. If the real matrix \(K\) satisfies \(\|Kv\|\le c\|v\|\) in the Euclidean norm for every \(v\), with \(0\le c<4T\), there is exactly one self-consistent occupation vector \(n^*\). Repeated refilling converges to it from any start \(n^{(0)}\), and after \(m\) passes

\[
\|n^{(m)}-n^*\|\le\Big(\frac{c}{4T}\Big)^m\|n^{(0)}-n^*\| .
\]

Q: My loops often oscillate when I feed the output straight back in. Before I believe this, show me what you call an occupation.

A: It is the usual function,

\[
f(x)=\frac{1}{1+e^{(x-\mu)/T}},
\]

with \(T\) in energy units, so it stands for \(k_BT\). The levels are labelled by a finite type `ι`.

```lean
import Mathlib

open Matrix Filter Topology

namespace UnmixedSelfConsistency

noncomputable section

variable {ι : Type*} [Fintype ι]

/-- The Fermi-Dirac occupation of a level of energy `x` at chemical potential `mu` and
temperature `T` (in energy units), for `T ≠ 0`. -/
def fermi (T mu x : ℝ) : ℝ := 1 / (1 + Real.exp ((x - mu) / T))
```

Q: And the interaction? A constant \(c\) can hide a lot.

A: The entry \(K_{ij}\) is the shift of level \(i\) per unit occupation of level \(j\). The number \(c\) is an upper bound on how strongly the levels respond to a change of occupations, measured in the Euclidean norm. The largest singular value of \(K\) will serve. \(K\) need not be symmetric, and its entries may have either sign.

```lean
/-- The matrix `K` lengthens no vector by more than the factor `c` in Euclidean norm. -/
def CouplingBound (K : Matrix ι ι ℝ) (c : ℝ) : Prop :=
  ∀ v : EuclideanSpace ℝ ι, ‖WithLp.toLp 2 (K *ᵥ v.ofLp)‖ ≤ c * ‖v‖
```

In the code, `K *ᵥ v.ofLp` is the matrix-vector product, and `WithLp.toLp 2` marks the result as a vector with the Euclidean norm. One pass of the loop is then \(F(n)_i=f(e_i+(Kn)_i)\):

```lean
/-- One pass of the unmixed loop, for `T ≠ 0`: the occupations `n` shift the levels `e` by `K n`,
and the shifted levels are filled anew by the Fermi-Dirac function. -/
def scfStep (K : Matrix ι ι ℝ) (e : ι → ℝ) (T mu : ℝ) (n : EuclideanSpace ℝ ι) :
    EuclideanSpace ℝ ι :=
  WithLp.toLp 2 fun i => fermi T mu (e i + (K *ᵥ n.ofLp) i)
```

Q: That is not my Kohn–Sham code. My orbitals change too, and I adjust \(\mu\) to keep the electron number.

A: Then the theorem does not cover your code. It applies to a loop whose pass acts as `scfStep`, with frozen orbitals, linear shifts and fixed \(\mu\). Within that restricted model of a finite-temperature electronic-structure loop, it says that for a given bound \(c\) any smearing temperature above \(c/4\) guarantees convergence. It does not say that every rise in \(T\) weakens the feedback: a level far from \(\mu\) hardly responds at low \(T\) and can respond more when \(T\) is raised.

Q: Your vectors may have any real entries. Occupations of 7 or −2 are nonsense.

A: They are allowed only as starting guesses. Every output of a pass has entries strictly between 0 and 1, and so does any fixed point, since it is its own output. The bounds hold because the exponential is positive.

```lean
/-- A Fermi-Dirac occupation lies strictly between zero and one. -/
theorem fermi_bounds (T mu x : ℝ) : 0 < fermi T mu x ∧ fermi T mu x < 1 := by
  have hE := Real.exp_pos ((x - mu) / T)
  unfold fermi
  refine ⟨by positivity, ?_⟩
  rw [div_lt_one (by positivity)]
  linarith
```

Q: Where does the 4 come from?

A: From the steepest point of \(f\). Write \(E=e^{(x-\mu)/T}\). Then \(f=1/(1+E)\) and \(1-f=E/(1+E)\), so

\[
f'(x)=-\frac{E/T}{(1+E)^2}=-\frac{f(1-f)}{T}.
\]

The Lean proof differentiates the quotient, replaces the exponential by a letter `E`, and leaves the algebra to `field_simp` and `ring`.

```lean
/-- At temperature `T > 0` the slope of the Fermi-Dirac function `f` is `-f (1 - f) / T`. -/
theorem hasDerivAt_fermi {T : ℝ} (hT : 0 < T) (mu x : ℝ) :
    HasDerivAt (fermi T mu) (-(fermi T mu x * (1 - fermi T mu x)) / T) x := by
  have hE := Real.exp_pos ((x - mu) / T)
  have hne : 1 + Real.exp ((x - mu) / T) ≠ 0 := by positivity
  have h1 : HasDerivAt (fun y : ℝ => 1 + Real.exp ((y - mu) / T))
      (Real.exp ((x - mu) / T) * (1 / T)) x :=
    ((((hasDerivAt_id' x).sub_const mu).div_const T).exp).const_add 1
  have h2 := (hasDerivAt_const x (1 : ℝ)).fun_div h1 hne
  refine HasDerivAt.congr_deriv h2 ?_
  unfold fermi
  generalize Real.exp ((x - mu) / T) = E at hne
  field_simp
  ring
```

Next, \(f(1-f)=\tfrac14-(f-\tfrac12)^2\le\tfrac14\), so \(|f'|\le 1/(4T)\) everywhere. The mean value inequality gives

\[
|f(x)-f(y)|\le\frac{|x-y|}{4T}.
\]

In the code, `nlinarith` gets the square \((f-\tfrac12)^2\ge0\) as a hint, and the lemma beginning `Convex.norm_image_sub_le` turns the slope bound into the bound on differences.

```lean
/-- At temperature `T > 0` a level shift changes the occupation by at most `1 / (4 T)` times
the shift. -/
theorem fermi_lipschitz {T : ℝ} (hT : 0 < T) (mu x y : ℝ) :
    |fermi T mu x - fermi T mu y| ≤ 1 / (4 * T) * |x - y| := by
  have hb : ∀ z ∈ (Set.univ : Set ℝ),
      ‖-(fermi T mu z * (1 - fermi T mu z)) / T‖ ≤ 1 / (4 * T) := by
    intro z _
    obtain ⟨h0, h1⟩ := fermi_bounds T mu z
    have hp : 0 ≤ fermi T mu z * (1 - fermi T mu z) :=
      mul_nonneg h0.le (by linarith)
    rw [Real.norm_eq_abs, abs_div, abs_neg, abs_of_nonneg hp, abs_of_pos hT,
      div_le_div_iff₀ hT (by positivity)]
    -- the product f (1 - f) is largest at half filling
    have hq : fermi T mu z * (1 - fermi T mu z) ≤ 1 / 4 := by
      nlinarith [sq_nonneg (fermi T mu z - 1 / 2)]
    nlinarith [mul_le_mul_of_nonneg_right hq hT.le]
  exact Convex.norm_image_sub_le_of_norm_hasDerivWithin_le
    (fun z _ => (hasDerivAt_fermi hT mu z).hasDerivWithinAt) hb convex_univ
    (Set.mem_univ y) (Set.mem_univ x)
```

Q: That is one level. Coupled levels could conspire.

A: The norm bound on \(K\) limits how far they can. For two occupation vectors \(n\) and \(n'\), the energies \(e_i\) cancel in the difference, and summing squares over the levels gives

\[
\|F(n)-F(n')\|^2\le\frac{1}{(4T)^2}\sum_i\big(K(n-n')\big)_i^2
=\frac{\|K(n-n')\|^2}{(4T)^2}\le\Big(\frac{c}{4T}\Big)^2\|n-n'\|^2 .
\]

So one pass multiplies distances by at most \(q=c/(4T)\). The code calls the second vector `m`; in the next theorem that letter counts passes. `Finset.sum_le_sum` does the comparison level by level, and the final `calc` brings in the coupling bound.

```lean
/-- For `T > 0` and a coupling bounded by `c`, one pass of the loop multiplies the distance of
two occupation vectors by at most `c / (4 T)`. -/
theorem scfStep_contraction {K : Matrix ι ι ℝ} {c T : ℝ} (hK : CouplingBound K c)
    (hT : 0 < T) (e : ι → ℝ) (mu : ℝ) (n m : EuclideanSpace ℝ ι) :
    ‖scfStep K e T mu n - scfStep K e T mu m‖ ≤ c / (4 * T) * ‖n - m‖ := by
  have h1 : ‖scfStep K e T mu n - scfStep K e T mu m‖
      ≤ 1 / (4 * T) * ‖WithLp.toLp 2 (K *ᵥ (n - m).ofLp)‖ := by
    -- compare the squared norms level by level
    refine (sq_le_sq₀ (norm_nonneg _) (by positivity)).mp ?_
    rw [mul_pow, EuclideanSpace.norm_sq_eq, EuclideanSpace.norm_sq_eq, Finset.mul_sum]
    refine Finset.sum_le_sum fun i _ => ?_
    rw [← mul_pow]
    refine pow_le_pow_left₀ (norm_nonneg _) ?_ 2
    have h := fermi_lipschitz hT mu (e i + (K *ᵥ n.ofLp) i) (e i + (K *ᵥ m.ofLp) i)
    have hs : (K *ᵥ (n - m).ofLp) i = (K *ᵥ n.ofLp) i - (K *ᵥ m.ofLp) i := by
      rw [WithLp.ofLp_sub, Matrix.mulVec_sub, Pi.sub_apply]
    rw [add_sub_add_left_eq_sub, ← hs] at h
    exact h
  calc ‖scfStep K e T mu n - scfStep K e T mu m‖
      ≤ 1 / (4 * T) * ‖WithLp.toLp 2 (K *ᵥ (n - m).ofLp)‖ := h1
    _ ≤ 1 / (4 * T) * (c * ‖n - m‖) :=
        mul_le_mul_of_nonneg_left (hK (n - m)) (by positivity)
    _ = c / (4 * T) * ‖n - m‖ := by ring
```

Q: A contraction still needs something to contract to.

A: Start anywhere and iterate. Successive changes obey \(\|n^{(k+1)}-n^{(k)}\|\le q^k\|n^{(1)}-n^{(0)}\|\). Since \(q<1\), these bounds have a finite sum, so the iterates form a Cauchy sequence and have a limit \(n^*\). As \(F\) is continuous, \(F(n^*)=n^*\). This is Banach's argument, which Lean takes from Mathlib through `ContractingWith`.

If \(n\) is also a fixed point, then \(\|n-n^*\|\le q\|n-n^*\|\), which forces \(n=n^*\). For the error,

\[
\|n^{(m+1)}-n^*\|=\|F(n^{(m)})-F(n^*)\|\le q\,\|n^{(m)}-n^*\|,
\]

and induction on \(m\) yields the factor \(q^m\).

```lean
/-- If the coupling is bounded by `c` with `0 ≤ c < 4 T`, the unmixed loop has exactly one fixed
point; from any start the iterates converge to it, and after `m` passes the error is at most
`(c / (4 T)) ^ m` times the initial error. -/
theorem unmixed_loop_converges {K : Matrix ι ι ℝ} {c T : ℝ} (hK : CouplingBound K c)
    (hc : 0 ≤ c) (hcT : c < 4 * T) (e : ι → ℝ) (mu : ℝ) :
    ∃ nstar : EuclideanSpace ℝ ι,
      (∀ n, scfStep K e T mu n = n ↔ n = nstar) ∧
      ∀ n0, Tendsto (fun m : ℕ => (scfStep K e T mu)^[m] n0) atTop (𝓝 nstar) ∧
        ∀ m : ℕ, ‖(scfStep K e T mu)^[m] n0 - nstar‖ ≤ (c / (4 * T)) ^ m * ‖n0 - nstar‖ := by
  have hT : 0 < T := by linarith
  have hq0 : 0 ≤ c / (4 * T) := by positivity
  have hq1 : c / (4 * T) < 1 := (div_lt_one (by positivity)).mpr hcT
  have hcon := scfStep_contraction hK hT e mu
  -- Banach's theorem supplies the fixed point
  have hB : ContractingWith (⟨c / (4 * T), hq0⟩ : NNReal) (scfStep K e T mu) := by
    refine ⟨hq1, LipschitzWith.of_dist_le_mul fun x y => ?_⟩
    rw [dist_eq_norm, dist_eq_norm]
    exact hcon x y
  obtain ⟨s, hs⟩ : ∃ s, scfStep K e T mu s = s := ⟨_, hB.fixedPoint_isFixedPt⟩
  have herr : ∀ n0, ∀ m : ℕ,
      ‖(scfStep K e T mu)^[m] n0 - s‖ ≤ (c / (4 * T)) ^ m * ‖n0 - s‖ := by
    intro n0 m
    induction m with
    | zero => simp
    | succ m ih =>
      rw [Function.iterate_succ_apply']
      have h := hcon ((scfStep K e T mu)^[m] n0) s
      rw [hs] at h
      calc _ ≤ c / (4 * T) * ‖(scfStep K e T mu)^[m] n0 - s‖ := h
        _ ≤ c / (4 * T) * ((c / (4 * T)) ^ m * ‖n0 - s‖) :=
            mul_le_mul_of_nonneg_left ih hq0
        _ = (c / (4 * T)) ^ (m + 1) * ‖n0 - s‖ := by ring
  refine ⟨s, fun n => ⟨fun hn => ?_, fun hn => by rw [hn, hs]⟩, fun n0 => ⟨?_, herr n0⟩⟩
  · -- two fixed points would have to approach each other
    have h := hcon n s
    rw [hn, hs] at h
    have h0 : ‖n - s‖ = 0 := by nlinarith [norm_nonneg (n - s)]
    exact sub_eq_zero.mp (norm_eq_zero.mp h0)
  · refine tendsto_iff_norm_sub_tendsto_zero.mpr
      (squeeze_zero (fun _ => norm_nonneg _) (herr n0) ?_)
    simpa using (tendsto_pow_atTop_nhds_zero_of_lt_one hq0 hq1).mul_const ‖n0 - s‖
```

Read the statement from the outside in. There is a vector `nstar` such that `n` is a fixed point if and only if it equals `nstar`. For every start `n0`, the iterates `(scfStep K e T mu)^[m] n0` tend to `nstar` and obey the error bound for every `m`. Positivity of \(T\) is not a separate hypothesis, because it follows from \(0\le c<4T\). In the proof, `herr` is the induction, and `squeeze_zero` derives convergence from \(q^m\to0\).

Q: What happens when the coupling vanishes?

A: With \(c=0\) the matrix sends every vector to zero, so \(F(n)_i=f(e_i)\) whatever \(n\) is. The bound then says that the error is zero after one pass, as it should be for independent levels.

Q: In a run I don't know \(n^*\), so I can't evaluate your error.

A: You know the change in one pass. If \(s\) is the fixed point, the triangle inequality gives

\[
\|n-s\|\le\|n-F(n)\|+\|F(n)-F(s)\|\le\|F(n)-n\|+q\|n-s\|,
\]

and hence \(\|n-s\|\le\|F(n)-n\|/(1-q)\). Given a valid \(c\), this is a stopping criterion for the model. When \(q\) is close to 1, a small change per pass can still leave a much larger error. The Lean proof uses the same triangle inequality, `htri`, and then multiplies out the positive denominator.

```lean
/-- If the coupling is bounded by `c` with `0 ≤ c < 4 T`, the distance of `n` from a fixed point
is at most the change of `n` in one pass divided by `1 - c / (4 T)`. -/
theorem error_le_residual {K : Matrix ι ι ℝ} {c T : ℝ} (hK : CouplingBound K c)
    (hc : 0 ≤ c) (hcT : c < 4 * T) (e : ι → ℝ) (mu : ℝ) {s : EuclideanSpace ℝ ι}
    (hs : scfStep K e T mu s = s) (n : EuclideanSpace ℝ ι) :
    ‖n - s‖ ≤ ‖scfStep K e T mu n - n‖ / (1 - c / (4 * T)) := by
  have hT : 0 < T := by linarith
  have hq1 : c / (4 * T) < 1 := (div_lt_one (by positivity)).mpr hcT
  have h := scfStep_contraction hK hT e mu n s
  rw [hs] at h
  have htri := norm_sub_le_norm_sub_add_norm_sub n (scfStep K e T mu n) s
  rw [norm_sub_rev n (scfStep K e T mu n)] at htri
  rw [le_div_iff₀ (by linarith)]
  linarith
```

Q: Perhaps \(4T\) is only an artefact of crude estimates.

A: No larger multiple of \(T\) would guarantee uniqueness. For any \(c>4T>0\), take a single level with \(K=-c\) and \(e=\mu+c/2\), so that filling the level lowers its energy. The norm bound holds with equality. With \(x\) now denoting the occupation of the level, a fixed point is a solution of \(x=g(x)\), where

\[
g(x)=f\big(\mu+\tfrac c2-cx\big).
\]

At \(x=\tfrac12\) the level sits at \(\mu\), so \(g(\tfrac12)=\tfrac12\).

For a second solution, set \(y=1-4T/c\), which lies between 0 and 1, and

\[
a=\tfrac12+\tfrac{y(1-y)}{4}=\tfrac{(2-y)(1+y)}{4}.
\]

Because \(c(1-y)=4T\), the exponent at \(x=a\) is \(-y\), so \(g(a)=1/(1+e^{-y})\). From \(e^y\ge1+y\) we get \((1+y)e^{-y}\le1\), and therefore

\[
a(1+e^{-y})\le a+\frac{2-y}{4}=1-\frac{y^2}{4}<1 .
\]

Thus \(g(a)>a\), while \(g(1)<1\). By continuity \(g(x)=x\) for some \(x\) between \(a\) and 1. This \(x\) exceeds \(\tfrac12\) because \(a\) does, and it is below 1 because it is a Fermi–Dirac occupation.

```lean
/-- For every `c > 4 T > 0` uniqueness can fail: a single level at `mu + c / 2` with coupling `-c`,
which is bounded by `c`, has the fixed point `1/2` and another between `1/2` and `1`. -/
theorem two_fixed_points_beyond_threshold {c T : ℝ} (hT : 0 < T) (hcT : 4 * T < c) (mu : ℝ) :
    CouplingBound !![-c] c ∧
    scfStep !![-c] (fun _ => mu + c / 2) T mu (WithLp.toLp 2 fun _ => (1 / 2 : ℝ)) =
      WithLp.toLp 2 (fun _ => (1 / 2 : ℝ)) ∧
    ∃ x : ℝ, 1 / 2 < x ∧ x < 1 ∧
      scfStep !![-c] (fun _ => mu + c / 2) T mu (WithLp.toLp 2 fun _ => x) =
        WithLp.toLp 2 (fun _ => x) := by
  have hc : 0 < c := by linarith
  have hstep : ∀ x : ℝ, fermi T mu (mu + c / 2 + -c * x) = x →
      scfStep !![-c] (fun _ => mu + c / 2) T mu (WithLp.toLp 2 fun _ => x) =
        WithLp.toLp 2 (fun _ => x) := by
    intro x hx
    ext i
    fin_cases i
    simpa [scfStep, Matrix.mulVec, dotProduct] using hx
  refine ⟨fun v => ?_, hstep (1 / 2) ?_, ?_⟩
  · have hv : WithLp.toLp 2 (!![-c] *ᵥ v.ofLp) = (-c) • v := by
      ext i
      fin_cases i
      simp [Matrix.mulVec, dotProduct]
    rw [hv, norm_smul, norm_neg, Real.norm_of_nonneg hc.le]
  · have h0 : (mu + c / 2 + -c * (1 / 2) - mu) / T = 0 := by ring
    rw [fermi, h0, Real.exp_zero]
    norm_num
  · -- just above half filling the new occupation exceeds the old one
    obtain ⟨y, hy⟩ : ∃ y : ℝ, y = 1 - 4 * T / c := ⟨_, rfl⟩
    have hr0 : 0 < 4 * T / c := by positivity
    have hr1 : 4 * T / c < 1 := (div_lt_one hc).mpr hcT
    have hy0 : 0 < y := by linarith
    have hy1 : y < 1 := by linarith
    have harg : (mu + c / 2 + -c * (1 / 2 + y * (1 - y) / 4) - mu) / T = -y := by
      have h4 : c * (1 - y) = 4 * T := by
        rw [hy]
        field_simp
        ring
      rw [div_eq_iff hT.ne']
      linear_combination (-y / 4) * h4
    have hE : (1 + y) * Real.exp (-y) ≤ 1 := by
      have h1 : Real.exp y * Real.exp (-y) = 1 := by
        rw [← Real.exp_add, add_neg_cancel, Real.exp_zero]
      nlinarith [Real.add_one_le_exp y, Real.exp_pos (-y)]
    have ha : 1 / 2 + y * (1 - y) / 4
        < fermi T mu (mu + c / 2 + -c * (1 / 2 + y * (1 - y) / 4)) := by
      rw [fermi, harg, lt_div_iff₀ (by positivity)]
      nlinarith [mul_le_mul_of_nonneg_left hE (by linarith : (0 : ℝ) ≤ 2 - y), mul_pos hy0 hy0]
    have hf : Continuous (fermi T mu) :=
      continuous_iff_continuousAt.mpr fun x => (hasDerivAt_fermi hT mu x).continuousAt
    have hg : Continuous (fun x : ℝ => fermi T mu (mu + c / 2 + -c * x) - x) :=
      (hf.comp (by fun_prop : Continuous fun x : ℝ => mu + c / 2 + -c * x)).sub continuous_id
    have ha1 := ha.trans (fermi_bounds T mu _).2
    -- at full filling it is smaller, so the two agree in between
    obtain ⟨x, hx, hx0⟩ := intermediate_value_Icc' ha1.le hg.continuousOn
      ⟨(sub_neg.mpr (fermi_bounds T mu (mu + c / 2 + -c * 1)).2).le, (sub_pos.mpr ha).le⟩
    have hfix : fermi T mu (mu + c / 2 + -c * x) = x := sub_eq_zero.mp hx0
    have hlt := (fermi_bounds T mu (mu + c / 2 + -c * x)).2
    rw [hfix] at hlt
    have hpos : 0 < y * (1 - y) := mul_pos hy0 (by linarith)
    exact ⟨x, by linarith [hx.1], hlt, hstep x hfix⟩

end

end UnmixedSelfConsistency
```

```lean
#print axioms UnmixedSelfConsistency.unmixed_loop_converges
#print axioms UnmixedSelfConsistency.error_le_residual
#print axioms UnmixedSelfConsistency.two_fixed_points_beyond_threshold
```

```
'UnmixedSelfConsistency.unmixed_loop_converges' depends on axioms: [propext, Classical.choice, Quot.sound]
'UnmixedSelfConsistency.error_le_residual' depends on axioms: [propext, Classical.choice, Quot.sound]
'UnmixedSelfConsistency.two_fixed_points_beyond_threshold' depends on axioms: [propext, Classical.choice, Quot.sound]
```

Here `!![-c]` is the one-by-one matrix, and `hstep` reduces the vector equation to the scalar one. The facts `harg`, `hE` and `ha` are the exponent, the exponential inequality and \(a<g(a)\); `intermediate_value_Icc'` supplies the crossing.

Q: So above \(4T\) my loop must fail?

A: No. The example shows that uniqueness can fail above \(4T\), not that it fails for every such \(K\). Even in the example the loop converges from every start, because \(g\) is increasing and bounded, but the limit depends on the start. With the opposite sign, convergence itself can fail, though the code does not prove this. For a single level with \(K=c>4T\) and \(e=\mu-c/2\), the occupation \(\tfrac12\) is the only fixed point, but one pass has slope \(-c/(4T)<-1\) there. Any other start then gives occupations that alternate about \(\tfrac12\) without converging. The borderline \(c=4T\) is left open by both theorems.
